# A weak one-body kick of a Slater determinant populates double excitations at fourth order in its strength or higher

Let $N$ electrons occupy orthonormal spin orbitals $\varphi_j$ in a Slater determinant, and let a kick of real strength $s$ act on each electron as $e^{isX}$, with $X$ a bounded Hermitian one-body operator. Replace $k$ of the occupied orbitals by orthonormal orbitals $\chi_a$ that are orthogonal to every $\varphi_j$. The amplitude $A(s)$ of this excited configuration, the determinant of its orbital overlaps with the kicked orbitals, satisfies

$$\frac{A(s)}{s^k}\;\longrightarrow\; i^k\det\langle\chi_a,X\varphi_b\rangle\qquad(s\to0,\ s\neq0),$$

where $a$ and $b$ run over the $k$ replaced orbitals. For $k=2$ the population $|A(s)|^2$ is therefore of order $s^4$ if the determinant on the right is nonzero, and smaller than that if it vanishes.

## Kicked orbitals in real-time simulations

Real-time time-dependent density functional theory often obtains an absorption spectrum by giving all orbitals a weak, instantaneous kick and following the induced dipole. For a single determinant of non-interacting electrons, the result says how much of each excited configuration is present just after the kick: singles enter at order $s^2$ and doubles at order $s^4$, when their transition determinants are nonzero. "Double" here means a determinant with two orbitals replaced, not a line in the spectrum.

The step left open is the one from a single determinant to a correlated state. Such a state may contain excited configurations before the kick, and doubles can then appear at lower order.

## Expanding the overlap determinant

Since $X$ is bounded, $e^{isX}=1+isX+O(s^2)$, so for any orbitals $u,v$

$$\langle u,e^{isX}v\rangle=\langle u,v\rangle+is\langle u,Xv\rangle+O(s^2).$$

Order the orbitals so that the $k$ promoted ones come first and the spectators, which stay occupied, come last. Write $T_{ab}=\langle\chi_a,X\varphi_b\rangle$ for promoted $b$, and $R_{ab}$ for the same expression with $b$ a spectator. In the first $k$ rows the zeroth-order term vanishes, because $\chi_a$ is orthogonal to all $\varphi_j$. In the spectator rows it is a row of the identity, because the $\varphi_j$ are orthonormal. Hence

$$A(s)=\det\begin{pmatrix} s\,(iT+O(s)) & s\,(iR+O(s))\\ O(s) & 1+O(s)\end{pmatrix}.$$

Taking a factor $s$ out of each of the first $k$ rows gives

$$\frac{A(s)}{s^k}\longrightarrow\det\begin{pmatrix} iT & iR\\ 0&1\end{pmatrix}=\det(iT)=i^k\det T.$$

Squared moduli give $|A(s)|^2/s^{2k}\to|\det T|^2$. For two promoted electrons, numbered 0 and 1,

$$\frac{|A(s)|^2}{s^4}\longrightarrow\bigl|T_{00}T_{11}-T_{01}T_{10}\bigr|^2 .$$

If this limit is nonzero, the ratio lies between two positive constants for small $s\neq0$, so the order is exactly $s^4$.

## A replacement that is not orthogonal

Take orthonormal $\varphi_0,\varphi_1,\psi$, no spectators, and let $X$ exchange $\varphi_1$ and $\psi$ and annihilate $\varphi_0$. Choose $\chi_0=\varphi_0$ and $\chi_1=\psi$. The kick leaves $\varphi_0$ alone and sends $\varphi_1$ to $\cos s\,\varphi_1+i\sin s\,\psi$, so

$$A(s)=\det\begin{pmatrix}1&0\\0&i\sin s\end{pmatrix}=i\sin s .$$

Then $|A(s)|^2/s^4$ diverges. Only the condition $\langle\chi_0,\varphi_0\rangle=0$ is violated: the configuration is really a single excitation.

## Orbitals, labels and limits in Lean

The occupied orbitals are a family `φ : α ⊕ β → H`. The finite type `α` labels promoted electrons and `β` spectators; these letters do not denote spin. The number $k$ is `Fintype.card α`, and either type may be empty. `H` is a complex Hilbert space of any dimension, and its inner product is conjugate-linear in the first argument.

`kick X s` is $e^{isX}$, `amplitude` is $A(s)$, `population` is $|A(s)|^2$ and `transition` is $T$. The type `H →L[ℂ] H` makes $X$ bounded. This suits a dipole operator in a finite basis or a finite box, but not the position operator on all of space. The filter `𝓝[≠] 0` expresses $s\to0$ with $s\neq0$, and `IsTheta` means "exactly of the order of".

The limits assume neither that $X$ is Hermitian nor that the $\chi_a$ are orthonormal. `population` is a probability when both hold. For Hermitian $X$ and linearly independent but not orthonormal $\chi_a$, the normalised value is `population` divided by $\det\langle\chi_a,\chi_b\rangle$.

```lean
import Mathlib

open Filter Topology Matrix
open scoped InnerProductSpace

namespace KickedDoubleExcitations

noncomputable section

variable {H : Type*} [NormedAddCommGroup H] [InnerProductSpace ℂ H] [CompleteSpace H]
variable {α β : Type*} [Fintype α] [Fintype β] [DecidableEq α] [DecidableEq β]

/-- The one-electron kick `exp(i s X)` of strength `s` generated by the bounded operator `X`. -/
def kick (X : H →L[ℂ] H) (s : ℝ) : H →L[ℂ] H :=
  NormedSpace.exp ((Complex.I * (s : ℂ)) • X)

/-- The orbitals of the excited configuration: the orbitals labelled by `α` are replaced
by `χ`, the spectator orbitals labelled by `β` are kept. -/
def excited (φ : α ⊕ β → H) (χ : α → H) : α ⊕ β → H :=
  Sum.elim χ (fun b => φ (Sum.inr b))

/-- The determinant of the overlaps between the orbitals of the excited configuration and
the kicked occupied orbitals. -/
def amplitude (X : H →L[ℂ] H) (φ : α ⊕ β → H) (χ : α → H) (s : ℝ) : ℂ :=
  (Matrix.of fun i j => ⟪excited φ χ i, kick X s (φ j)⟫_ℂ).det

/-- The population of the excited configuration after the kick: the squared modulus of
its amplitude. -/
def population (X : H →L[ℂ] H) (φ : α ⊕ β → H) (χ : α → H) (s : ℝ) : ℝ :=
  ‖amplitude X φ χ s‖ ^ 2

/-- The matrix of transition elements `⟨χ_a, X φ_b⟩` between the promoted orbitals and
their replacements. -/
def transition (X : H →L[ℂ] H) (φ : α ⊕ β → H) (χ : α → H) : Matrix α α ℂ :=
  Matrix.of fun a b => ⟪χ a, X (φ (Sum.inl b))⟫_ℂ


/-- Linear response of one orbital overlap: at zero kick strength, `⟨u, exp(i s X) v⟩`
has derivative `i ⟨u, X v⟩`. -/
theorem overlap_hasDerivAt (X : H →L[ℂ] H) (u v : H) :
    HasDerivAt (fun s : ℝ => ⟪u, kick X s v⟫_ℂ) (Complex.I * ⟪u, X v⟫_ℂ) 0 := by
  have h : HasDerivAt (fun z : ℂ => NormedSpace.exp (z • (Complex.I • X)))
      (Complex.I • X) ((0 : ℝ) : ℂ) :=
    (hasDerivAt_exp_smul_const (Complex.I • X) ((0 : ℝ) : ℂ)).congr_deriv
      (by simp [NormedSpace.exp_zero])
  -- taking a matrix element is a continuous linear map on operators
  let L : (H →L[ℂ] H) →L[ℂ] ℂ := (innerSL ℂ u).comp (ContinuousLinearMap.apply ℂ H v)
  have h2 := (L.hasFDerivAt.comp_hasDerivAt _ h).comp_ofReal
  have h3 : L (Complex.I • X) = Complex.I * ⟪u, X v⟫_ℂ := by
    simp [L]
  rw [h3] at h2
  convert h2 using 1
  funext s
  simp [L, kick, smul_smul, mul_comm]

/-- Leading order of a multiple excitation: for orthonormal occupied orbitals and
replacement orbitals orthogonal to all of them, the amplitude for promoting `k` electrons,
divided by `s ^ k`, tends to `i ^ k det ⟨χ_a, X φ_b⟩` as the kick strength `s` tends to zero. -/
theorem amplitude_tendsto (X : H →L[ℂ] H) (φ : α ⊕ β → H) (χ : α → H)
    (hφ : Orthonormal ℂ φ) (hχ : ∀ a j, ⟪χ a, φ j⟫_ℂ = 0) :
    Tendsto (fun s : ℝ => amplitude X φ χ s / (s : ℂ) ^ Fintype.card α) (𝓝[≠] 0)
      (𝓝 (Complex.I ^ Fintype.card α * (transition X φ χ).det)) := by
  have hk0 : kick X 0 = 1 := by simp [kick, NormedSpace.exp_zero]
  let w : ℝ → α ⊕ β → ℂ := fun s => Sum.elim (fun _ => (s : ℂ)⁻¹) (fun _ => 1)
  let M : ℝ → Matrix (α ⊕ β) (α ⊕ β) ℂ := fun s =>
    Matrix.of fun i j => w s i * ⟪excited φ χ i, kick X s (φ j)⟫_ℂ
  let L : Matrix (α ⊕ β) (α ⊕ β) ℂ := Matrix.fromBlocks
    (Complex.I • transition X φ χ)
    (Matrix.of fun a b => Complex.I * ⟪χ a, X (φ (Sum.inr b))⟫_ℂ) 0 1
  -- dividing each promoted row by `s` divides the determinant by `s ^ k`
  have hdet : ∀ s : ℝ, (M s).det = amplitude X φ χ s / (s : ℂ) ^ Fintype.card α := by
    intro s
    have h := Matrix.det_mul_column (w s)
      (Matrix.of fun i j => ⟪excited φ χ i, kick X s (φ j)⟫_ℂ)
    have hw : ∏ i, w s i = ((s : ℂ) ^ Fintype.card α)⁻¹ := by
      simp [w, Fintype.prod_sum_type]
    rw [hw] at h
    rw [div_eq_inv_mul]
    exact h
  -- promoted rows tend to their derivatives
  have hrow : ∀ a j, Tendsto (fun s : ℝ => (s : ℂ)⁻¹ * ⟪χ a, kick X s (φ j)⟫_ℂ)
      (𝓝[≠] 0) (𝓝 (Complex.I * ⟪χ a, X (φ j)⟫_ℂ)) := by
    intro a j
    have h := (overlap_hasDerivAt X (χ a) (φ j)).tendsto_slope_zero
    simpa [hk0, hχ a j] using h
  -- spectator rows tend to rows of the identity
  have hspec : ∀ b j, Tendsto (fun s : ℝ => ⟪φ (Sum.inr b), kick X s (φ j)⟫_ℂ)
      (𝓝[≠] 0) (𝓝 (if Sum.inr b = j then 1 else 0)) := by
    intro b j
    have h := (overlap_hasDerivAt X (φ (Sum.inr b)) (φ j)).continuousAt.tendsto
    have h0 : ⟪φ (Sum.inr b), kick X 0 (φ j)⟫_ℂ = if Sum.inr b = j then 1 else 0 := by
      rw [hk0]
      exact orthonormal_iff_ite.1 hφ _ _
    rw [h0] at h
    exact h.mono_left nhdsWithin_le_nhds
  have hM : Tendsto M (𝓝[≠] 0) (𝓝 L) := by
    refine tendsto_pi_nhds.2 fun i => tendsto_pi_nhds.2 fun j => ?_
    rcases i with a | b <;> rcases j with a' | b'
    · simpa [M, L, w, excited, transition] using hrow a (Sum.inl a')
    · simpa [M, L, w, excited] using hrow a (Sum.inr b')
    · simpa [M, L, w, excited] using hspec b (Sum.inl a')
    · simpa [M, L, w, excited, Matrix.one_apply] using hspec b (Sum.inr b')
  have hL : L.det = Complex.I ^ Fintype.card α * (transition X φ χ).det := by
    simp only [L, Matrix.det_fromBlocks_zero₂₁, Matrix.det_smul, Matrix.det_one, mul_one]
  have hc : Continuous fun A : Matrix (α ⊕ β) (α ⊕ β) ℂ => A.det := continuous_id.matrix_det
  rw [← hL]
  exact ((hc.tendsto L).comp hM).congr hdet

/-- For orthonormal occupied orbitals and replacements orthogonal to all of them, the
population with `k` promoted electrons, divided by `s ^ (2 k)`, tends to
`|det ⟨χ_a, X φ_b⟩| ^ 2` as `s` tends to zero. -/
theorem population_tendsto (X : H →L[ℂ] H) (φ : α ⊕ β → H) (χ : α → H)
    (hφ : Orthonormal ℂ φ) (hχ : ∀ a j, ⟪χ a, φ j⟫_ℂ = 0) :
    Tendsto (fun s : ℝ => population X φ χ s / s ^ (2 * Fintype.card α)) (𝓝[≠] 0)
      (𝓝 (‖(transition X φ χ).det‖ ^ 2)) := by
  have h := ((amplitude_tendsto X φ χ hφ hχ).norm).pow 2
  rw [norm_mul, norm_pow, Complex.norm_I, one_pow, one_mul] at h
  refine h.congr fun s => ?_
  rw [norm_div, norm_pow, Complex.norm_real, Real.norm_eq_abs, div_pow, population,
    ← pow_mul, mul_comm (Fintype.card α) 2, pow_mul |s|, sq_abs, ← pow_mul]

/-- Double excitations: for orthonormal occupied orbitals and two replacements orthogonal
to all of them, the population divided by `s ^ 4` tends to the squared modulus of the
antisymmetrized product of two transition elements. -/
theorem double_population_tendsto (X : H →L[ℂ] H) (φ : Fin 2 ⊕ β → H) (χ : Fin 2 → H)
    (hφ : Orthonormal ℂ φ) (hχ : ∀ a j, ⟪χ a, φ j⟫_ℂ = 0) :
    Tendsto (fun s : ℝ => population X φ χ s / s ^ 4) (𝓝[≠] 0)
      (𝓝 (‖⟪χ 0, X (φ (Sum.inl 0))⟫_ℂ * ⟪χ 1, X (φ (Sum.inl 1))⟫_ℂ
        - ⟪χ 0, X (φ (Sum.inl 1))⟫_ℂ * ⟪χ 1, X (φ (Sum.inl 0))⟫_ℂ‖ ^ 2)) := by
  have h := population_tendsto X φ χ hφ hχ
  rw [Matrix.det_fin_two, Fintype.card_fin] at h
  exact h

/-- For orthonormal occupied orbitals and two replacements orthogonal to all of them, the
double population is exactly of order `s ^ 4` at weak kicks if the determinant of the
transition elements is nonzero. -/
theorem double_population_isTheta (X : H →L[ℂ] H) (φ : Fin 2 ⊕ β → H) (χ : Fin 2 → H)
    (hφ : Orthonormal ℂ φ) (hχ : ∀ a j, ⟪χ a, φ j⟫_ℂ = 0)
    (hdet : (transition X φ χ).det ≠ 0) :
    Asymptotics.IsTheta (𝓝[≠] 0) (population X φ χ) (fun s : ℝ => s ^ 4) := by
  have h := population_tendsto X φ χ hφ hχ
  rw [Fintype.card_fin] at h
  exact (Asymptotics.isTheta_of_div_tendsto_nhds_ne_zero h
    (pow_ne_zero 2 (norm_ne_zero_iff.2 hdet))).symm

/-- The Hermitian matrix of a five-orbital model that couples each of two occupied orbitals
to its own empty orbital and leaves a third occupied orbital uncoupled. -/
def modelMatrix : Matrix ((Fin 2 ⊕ Fin 1) ⊕ Fin 2) ((Fin 2 ⊕ Fin 1) ⊕ Fin 2) ℂ :=
  Matrix.fromBlocks 0 (Matrix.fromRows 1 0) (Matrix.fromRows 1 0)ᴴ 0

/-- In the five-orbital model the operator is Hermitian, the occupied orbitals are
orthonormal, the empty ones are orthogonal to them, and the transition determinant is one. -/
theorem double_witness :
    let X := Matrix.toEuclideanCLM (𝕜 := ℂ) modelMatrix
    let φ := fun p : Fin 2 ⊕ Fin 1 =>
      (EuclideanSpace.single (Sum.inl p) 1 : EuclideanSpace ℂ ((Fin 2 ⊕ Fin 1) ⊕ Fin 2))
    let χ := fun a : Fin 2 =>
      (EuclideanSpace.single (Sum.inr a) 1 : EuclideanSpace ℂ ((Fin 2 ⊕ Fin 1) ⊕ Fin 2))
    IsSelfAdjoint X ∧ Orthonormal ℂ φ ∧ (∀ a j, ⟪χ a, φ j⟫_ℂ = 0) ∧
      (transition X φ χ).det = 1 := by
  intro X φ χ
  refine ⟨?_, ?_, ?_, ?_⟩
  · have h : IsSelfAdjoint modelMatrix := by
      rw [isSelfAdjoint_iff, Matrix.star_eq_conjTranspose, modelMatrix,
        Matrix.fromBlocks_conjTranspose]
      simp
    exact h.map (Matrix.toEuclideanCLM (𝕜 := ℂ))
  · have h := (EuclideanSpace.basisFun ((Fin 2 ⊕ Fin 1) ⊕ Fin 2) ℂ).orthonormal.comp
      Sum.inl Sum.inl_injective
    have hφ : φ = EuclideanSpace.basisFun ((Fin 2 ⊕ Fin 1) ⊕ Fin 2) ℂ ∘ Sum.inl := by
      funext p
      simp [φ]
    rw [hφ]
    exact h
  · intro a j
    simp [φ, χ, EuclideanSpace.inner_single_left]
  · have h : transition X φ χ = 1 := by
      ext a b
      fin_cases a <;> fin_cases b <;>
        simp [transition, X, φ, χ, modelMatrix, EuclideanSpace.inner_single_left,
          Matrix.ofLp_toEuclideanCLM]
    rw [h, Matrix.det_one]

end

end KickedDoubleExcitations
```

```lean
#print axioms KickedDoubleExcitations.double_population_tendsto
#print axioms KickedDoubleExcitations.double_population_isTheta
```

```
'KickedDoubleExcitations.double_population_tendsto' depends on axioms: [propext, Classical.choice, Quot.sound]
'KickedDoubleExcitations.double_population_isTheta' depends on axioms: [propext, Classical.choice, Quot.sound]
```

## From one overlap to the population

`overlap_hasDerivAt` is the first-order expansion of a single overlap. It differentiates the operator exponential in a complex variable, applies the continuous linear map that takes a matrix element, and restricts to real $s$.

In `amplitude_tendsto`, `M s` is the overlap matrix with its promoted rows divided by $s$, and `L` is the block triangular limit. `hrow` treats the promoted rows: their overlaps vanish at $s=0$, so division by $s$ gives a difference quotient, which tends to the derivative. `hspec` obtains the identity rows from continuity and orthonormality. `hM` assembles the entries, `hL` evaluates the block determinant, and continuity of the determinant finishes the argument.

`population_tendsto` takes norms and squares, using $|i|=1$. `double_population_tendsto` writes out the $2\times2$ determinant, and `double_population_isTheta` turns a nonzero limit into an exact order. `double_witness` supplies a five-orbital example with a Hermitian $X$, one spectator and $\det T=1$, so the $s^4$ coefficient does not always vanish.

## Row scaling with `Matrix.det_mul_column`

This Mathlib lemma says that multiplying each entry $A_{ij}$ by $v_i$ multiplies the determinant by $\prod_i v_i$. Despite its name it rescales rows; the "column" is the vector $v$. Here $v$ is `w s`, equal to $s^{-1}$ on promoted labels and to $1$ on spectators, so the product is $s^{-k}$.

The lemma moves the division by $s^k$ inside the determinant, where every entry has a finite limit. No expansion over permutations and no estimate of higher-order terms is then needed.
